# A positive quartic term raises the classical free energy of a harmonic oscillator by at most 3qT²/k²

A classical particle on a line has the potential energy V(x) = kx²/2 + qx⁴, with stiffness k > 0 and quartic coefficient q > 0. At temperature T > 0, in units where Boltzmann's constant is one, its configurational free energy is

F = −T log Z, Z = ∫ exp(−V(x)/T) dx,

with the integral over all real x. Let F0 and Z0 be the same quantities at q = 0. Then

0 < F − F0 ≤ 3qT²/k²

F − F0 ≥ 3qT²/k² − 105q²T³/(2k⁴)

and (F − F0)/T² tends to 3q/k² as T falls to 0 with k and q fixed.

## Anharmonic corrections to harmonic free energies

First-principles thermodynamics often takes the vibrational free energy of an adsorbate or a surface atom from a harmonic expansion about the minimum. For a single classical coordinate that stiffens as q > 0 describes, and is not coupled to others, the bounds say how much this leaves out. They also give a reference interval for F − F0 in code that computes classical anharmonic free energies by quadrature, sampling or thermodynamic integration, when it is run on this potential.

Take k = 1, q = 0.1 and T = 0.1 in consistent units. The upper bound is 3 · 0.1 · 0.01 = 0.003. The term subtracted from it in the lower bound is 105 · 0.01 · 0.001 / 2 = 0.000525, so

0.002475 ≤ F − F0 ≤ 0.003.

The lower bound is positive only while qT/k² < 2/35. At higher temperature it is still true, but says less than F − F0 > 0.

## Two bounds on exp(−u), averaged over the harmonic ensemble

Write B(x) = exp(−kx²/(2T)) for the harmonic Boltzmann factor and M(n) = ∫ xⁿ B(x) dx for its unnormalised moments. The Gaussian integral gives M(0) = Z0 = √(2πT/k). Since

d/dx [xⁿ⁺¹ B] = (n+1) xⁿ B − (k/T) xⁿ⁺² B

and the left side integrates to zero,

M(n+2) = (n+1)(T/k) M(n).

Dividing by Z0 gives the normalised averages

⟨x⁴⟩ = 1 · 3 (T/k)² = 3(T/k)²

⟨x⁸⟩ = 1 · 3 · 5 · 7 (T/k)⁴ = 105(T/k)⁴.

Now set u = qx⁴/T, so that Z/Z0 = ⟨exp(−u)⟩, and let a = ⟨u⟩ = 3qT/k².

**Upper bound on F.** From exp(y) ≥ 1 + y with y = a − u,

exp(−u) ≥ exp(−a)(1 + a − u).

The average of the right side is exp(−a), so Z/Z0 ≥ exp(−a). Taking −T log gives F − F0 ≤ Ta = 3qT²/k².

**Lower bound on F.** For u ≥ 0 we have exp(u) ≥ 1 + u + u²/2. The factor 1 − u + u²/2 is positive, and

(1 − u + u²/2)(1 + u + u²/2) = 1 + u⁴/4 ≥ 1.

Hence (1 − u + u²/2) exp(u) ≥ 1, that is, exp(−u) ≤ 1 − u + u²/2. Averaging, with ⟨u²⟩ = 105q²T²/k⁴,

Z/Z0 ≤ 1 − 3qT/k² + 105q²T²/(2k⁴).

Since log y ≤ y − 1,

F − F0 = −T log(Z/Z0) ≥ 3qT²/k² − 105q²T³/(2k⁴).

**Strict positivity.** The quartic term never increases the integrand, and it lowers it at x = 1. By continuity it lowers it on an interval around that point, so Z < Z0 and F > F0.

**Limit.** Dividing the two bounds by T² gives

3q/k² − 105q²T/(2k⁴) ≤ (F − F0)/T² ≤ 3q/k²,

and both ends tend to 3q/k² as T falls to 0.

## The Lean file

```lean
import Mathlib

open MeasureTheory Filter Topology

namespace QuarticFreeEnergy

noncomputable section

/-- Boltzmann factor of the potential `k x²/2 + q x⁴` at temperature `T > 0`, in units with
Boltzmann constant one. -/
def boltzmann (k q T x : ℝ) : ℝ := Real.exp (-(k * x ^ 2 / 2 + q * x ^ 4) / T)

/-- Classical configurational partition function at temperature `T > 0`. -/
def partitionFn (k q T : ℝ) : ℝ := ∫ x : ℝ, boltzmann k q T x

/-- Configurational free energy `F = -T log Z` at temperature `T > 0`. -/
def freeEnergy (k q T : ℝ) : ℝ := -T * Real.log (partitionFn k q T)

/-- Unnormalised `n`-th moment of the position in the harmonic potential, for `T > 0`. -/
def moment (k T : ℝ) (n : ℕ) : ℝ := ∫ x : ℝ, x ^ n * boltzmann k 0 T x

/-- The Boltzmann factor is the harmonic one times the factor of the quartic term. -/
theorem boltzmann_factor (k q T x : ℝ) :
    boltzmann k q T x = Real.exp (-(q / T * x ^ 4)) * boltzmann k 0 T x := by
  unfold boltzmann
  rw [← Real.exp_add]
  congr 1
  ring

/-- For positive stiffness and temperature all harmonic moments converge. -/
theorem integrable_moment {k T : ℝ} (hk : 0 < k) (hT : 0 < T) (n : ℕ) :
    Integrable (fun x : ℝ => x ^ n * boltzmann k 0 T x) := by
  have hb : ∀ x, boltzmann k 0 T x = Real.exp (-(k / (2 * T)) * x ^ 2) := fun x => by
    unfold boltzmann
    congr 1
    ring
  have hn : (-1 : ℝ) < (n : ℝ) := by
    have : (0 : ℝ) ≤ n := Nat.cast_nonneg n
    linarith
  have hkT : 0 < k / (2 * T) := by positivity
  have h := integrable_rpow_mul_exp_neg_mul_sq hkT hn
  refine h.congr (Eventually.of_forall fun x => ?_)
  simp only [Real.rpow_natCast, hb]

/-- For positive stiffness and temperature, raising the order of a harmonic moment from `n` to
`n + 2` multiplies it by `(n + 1) T / k`. -/
theorem moment_add_two {k T : ℝ} (hk : 0 < k) (hT : 0 < T) (n : ℕ) :
    moment k T (n + 2) = ((n : ℝ) + 1) * (T / k) * moment k T n := by
  have hb : ∀ x, boltzmann k 0 T x = Real.exp (-(k / (2 * T)) * x ^ 2) := fun x => by
    unfold boltzmann
    congr 1
    ring
  -- the derivative of x^(n+1) times the Boltzmann factor integrates to zero
  have hd : ∀ x : ℝ, HasDerivAt (fun y : ℝ => y ^ (n + 1) * boltzmann k 0 T y)
      (((n : ℝ) + 1) * (x ^ n * boltzmann k 0 T x)
        - k / T * (x ^ (n + 2) * boltzmann k 0 T x)) x := by
    intro x
    simp only [hb]
    have h2 : HasDerivAt (fun y : ℝ => y ^ 2) (2 * x) x := by
      simpa using hasDerivAt_pow 2 x
    have h3 : HasDerivAt (fun y : ℝ => y ^ (n + 1)) (((n : ℝ) + 1) * x ^ n) x := by
      simpa using hasDerivAt_pow (n + 1) x
    exact (h3.fun_mul (h2.const_mul (-(k / (2 * T)))).exp).congr_deriv (by ring)
  have i1 := (integrable_moment hk hT n).const_mul ((n : ℝ) + 1)
  have i2 := (integrable_moment hk hT (n + 2)).const_mul (k / T)
  have hz := integral_eq_zero_of_hasDerivAt_of_integrable hd (i1.sub i2)
    (integrable_moment hk hT (n + 1))
  rw [integral_sub i1 i2, integral_const_mul, integral_const_mul] at hz
  change ((n : ℝ) + 1) * moment k T n - k / T * moment k T (n + 2) = 0 at hz
  have hkT : T / k * (k / T) = 1 := by field_simp
  linear_combination (-(T / k)) * hz - moment k T (n + 2) * hkT

/-- For positive stiffness and temperature the harmonic partition function is `√(2πT/k)`. -/
theorem partitionFn_harmonic {k T : ℝ} (hk : 0 < k) (hT : 0 < T) :
    0 < partitionFn k 0 T ∧ partitionFn k 0 T = √(2 * Real.pi * T / k) := by
  have hb : ∀ x, boltzmann k 0 T x = Real.exp (-(k / (2 * T)) * x ^ 2) := fun x => by
    unfold boltzmann
    congr 1
    ring
  have h : partitionFn k 0 T = √(2 * Real.pi * T / k) := by
    unfold partitionFn
    simp only [hb]
    rw [integral_gaussian, div_div_eq_mul_div]
    congr 1
    ring
  refine ⟨?_, h⟩
  rw [h]
  positivity

/-- For `k, T > 0` and `q ≥ 0` the Boltzmann factor is integrable and nowhere exceeds the
harmonic one. -/
theorem integrable_boltzmann {k q T : ℝ} (hk : 0 < k) (hq : 0 ≤ q) (hT : 0 < T) :
    Integrable (boltzmann k q T) ∧ ∀ x, boltzmann k q T x ≤ boltzmann k 0 T x := by
  have hle : ∀ x, boltzmann k q T x ≤ boltzmann k 0 T x := fun x => by
    rw [boltzmann_factor k q T x]
    exact mul_le_of_le_one_left (Real.exp_pos _).le
      (Real.exp_le_one_iff.mpr (neg_nonpos.mpr (by positivity)))
  have h0 : Integrable (boltzmann k 0 T) := by
    simpa using integrable_moment hk hT 0
  have hc : Continuous (boltzmann k q T) := by
    unfold boltzmann
    fun_prop
  refine ⟨h0.mono' hc.aestronglyMeasurable (Eventually.of_forall fun x => ?_), hle⟩
  have hpos : 0 ≤ boltzmann k q T x := (Real.exp_pos _).le
  rw [Real.norm_of_nonneg hpos]
  exact hle x

/-- For `k, T > 0`, averaging `a + b x⁴ + c x⁸` over the harmonic ensemble replaces `x⁴` by
`3 (T/k)²` and `x⁸` by `105 (T/k)⁴`. -/
theorem harmonic_average {k T : ℝ} (hk : 0 < k) (hT : 0 < T) (a b c : ℝ) :
    Integrable (fun x : ℝ => (a + b * x ^ 4 + c * x ^ 8) * boltzmann k 0 T x) ∧
    ∫ x : ℝ, (a + b * x ^ 4 + c * x ^ 8) * boltzmann k 0 T x =
      (a + 3 * b * (T / k) ^ 2 + 105 * c * (T / k) ^ 4) * partitionFn k 0 T := by
  have i0 := (integrable_moment hk hT 0).const_mul a
  have i4 := (integrable_moment hk hT 4).const_mul b
  have i8 := (integrable_moment hk hT 8).const_mul c
  have i04 : Integrable (fun x : ℝ => a * (x ^ 0 * boltzmann k 0 T x)
      + b * (x ^ 4 * boltzmann k 0 T x)) := i0.add i4
  have e : (fun x : ℝ => (a + b * x ^ 4 + c * x ^ 8) * boltzmann k 0 T x) =
      fun x : ℝ => a * (x ^ 0 * boltzmann k 0 T x) + b * (x ^ 4 * boltzmann k 0 T x)
        + c * (x ^ 8 * boltzmann k 0 T x) := by
    funext x
    ring
  rw [e]
  refine ⟨i04.add i8, ?_⟩
  rw [integral_add i04 i8, integral_add i0 i4, integral_const_mul, integral_const_mul,
    integral_const_mul]
  change a * moment k T 0 + b * moment k T 4 + c * moment k T 8 = _
  -- climb the recursion from the partition function to the eighth moment
  have h0 : moment k T 0 = partitionFn k 0 T := by simp [moment, partitionFn]
  have h2 : moment k T 2 = (((0 : ℕ) : ℝ) + 1) * (T / k) * moment k T 0 :=
    moment_add_two hk hT 0
  have h4 : moment k T 4 = (((2 : ℕ) : ℝ) + 1) * (T / k) * moment k T 2 :=
    moment_add_two hk hT 2
  have h6 : moment k T 6 = (((4 : ℕ) : ℝ) + 1) * (T / k) * moment k T 4 :=
    moment_add_two hk hT 4
  have h8 : moment k T 8 = (((6 : ℕ) : ℝ) + 1) * (T / k) * moment k T 6 :=
    moment_add_two hk hT 6
  rw [h8, h6, h4, h2, h0]
  push_cast
  ring

/-- For `k, T > 0` and `q ≥ 0` the partition function is at least the harmonic one times the
exponential of minus the harmonic-ensemble average of the quartic energy, divided by `T`. -/
theorem partitionFn_ge {k q T : ℝ} (hk : 0 < k) (hq : 0 ≤ q) (hT : 0 < T) :
    Real.exp (-(3 * q * T / k ^ 2)) * partitionFn k 0 T ≤ partitionFn k q T := by
  obtain ⟨a, ha⟩ : ∃ a, a = 3 * q * T / k ^ 2 := ⟨_, rfl⟩
  rw [← ha]
  have hm : q / T * (3 * (T / k) ^ 2) = a := by
    rw [ha]
    field_simp
  obtain ⟨hi, he⟩ := harmonic_average hk hT (Real.exp (-a) * (1 + a))
    (-(Real.exp (-a) * (q / T))) 0
  -- the exponential lies above its tangent at the mean
  have key : ∀ x : ℝ, (Real.exp (-a) * (1 + a) + -(Real.exp (-a) * (q / T)) * x ^ 4
      + 0 * x ^ 8) * boltzmann k 0 T x ≤ boltzmann k q T x := by
    intro x
    rw [boltzmann_factor k q T x]
    refine mul_le_mul_of_nonneg_right ?_ (Real.exp_pos _).le
    have h1 := mul_le_mul_of_nonneg_left (Real.add_one_le_exp (a - q / T * x ^ 4))
      (Real.exp_pos (-a)).le
    rw [← Real.exp_add, show -a + (a - q / T * x ^ 4) = -(q / T * x ^ 4) by ring] at h1
    linarith
  have h := he.symm.trans_le (integral_mono hi (integrable_boltzmann hk hq hT).1 key)
  refine le_trans (le_of_eq ?_) h
  linear_combination (Real.exp (-a) * partitionFn k 0 T) * hm

/-- For `k, T > 0` and `q ≥ 0` the partition function is at most its second-order expansion
in `q`. -/
theorem partitionFn_le {k q T : ℝ} (hk : 0 < k) (hq : 0 ≤ q) (hT : 0 < T) :
    partitionFn k q T ≤ (1 - 3 * q * T / k ^ 2 + 105 * q ^ 2 * T ^ 2 / (2 * k ^ 4))
      * partitionFn k 0 T := by
  -- exp(-u) ≤ 1 - u + u²/2 for u ≥ 0
  have hexp : ∀ u : ℝ, 0 ≤ u → Real.exp (-u) ≤ 1 - u + u ^ 2 / 2 := by
    intro u hu
    have hp0 : 0 ≤ 1 - u + u ^ 2 / 2 := by nlinarith [sq_nonneg (u - 1)]
    have h1 := mul_le_mul_of_nonneg_left (Real.quadratic_le_exp_of_nonneg hu) hp0
    have h2 : 1 ≤ (1 - u + u ^ 2 / 2) * Real.exp u := by
      refine le_trans ?_ h1
      have h4 : 0 ≤ u ^ 4 := by positivity
      linarith [show (1 - u + u ^ 2 / 2) * (1 + u + u ^ 2 / 2) = 1 + u ^ 4 / 4 by ring]
    have h3 := mul_le_mul_of_nonneg_left h2 (Real.exp_pos (-u)).le
    have h5 : Real.exp (-u) * Real.exp u = 1 := by
      rw [← Real.exp_add, neg_add_cancel, Real.exp_zero]
    calc Real.exp (-u) = Real.exp (-u) * 1 := by ring
      _ ≤ Real.exp (-u) * ((1 - u + u ^ 2 / 2) * Real.exp u) := h3
      _ = 1 - u + u ^ 2 / 2 := by linear_combination (1 - u + u ^ 2 / 2) * h5
  obtain ⟨hi, he⟩ := harmonic_average hk hT 1 (-(q / T)) ((q / T) ^ 2 / 2)
  have key : ∀ x : ℝ, boltzmann k q T x ≤
      (1 + -(q / T) * x ^ 4 + (q / T) ^ 2 / 2 * x ^ 8) * boltzmann k 0 T x := by
    intro x
    rw [boltzmann_factor k q T x]
    refine mul_le_mul_of_nonneg_right ?_ (Real.exp_pos _).le
    refine (hexp (q / T * x ^ 4) (by positivity)).trans (le_of_eq ?_)
    ring
  have h := (integral_mono (integrable_boltzmann hk hq hT).1 hi key).trans_eq he
  refine h.trans (le_of_eq ?_)
  congr 1
  field_simp
  ring

/-- For `k, q, T > 0` the quartic term raises the free energy, by at most `3qT²/k²` and by at
least `3qT²/k² - 105q²T³/(2k⁴)`. -/
theorem freeEnergy_shift_bounds {k q T : ℝ} (hk : 0 < k) (hq : 0 < q) (hT : 0 < T) :
    0 < freeEnergy k q T - freeEnergy k 0 T ∧
    freeEnergy k q T - freeEnergy k 0 T ≤ 3 * q * T ^ 2 / k ^ 2 ∧
    3 * q * T ^ 2 / k ^ 2 - 105 * q ^ 2 * T ^ 3 / (2 * k ^ 4) ≤
      freeEnergy k q T - freeEnergy k 0 T := by
  have hZ0 := (partitionFn_harmonic hk hT).1
  have hge := partitionFn_ge hk hq.le hT
  have hZ : 0 < partitionFn k q T := lt_of_lt_of_le (mul_pos (Real.exp_pos _) hZ0) hge
  obtain ⟨iq, hpt⟩ := integrable_boltzmann hk hq.le hT
  have i0 := (integrable_boltzmann hk le_rfl hT).1
  -- strictness: the integrands differ on a nonempty open set
  have hlt : partitionFn k q T < partitionFn k 0 T := by
    have hc : Continuous (fun x => boltzmann k 0 T x - boltzmann k q T x) := by
      unfold boltzmann
      fun_prop
    have ho : IsOpen (Function.support fun x => boltzmann k 0 T x - boltzmann k q T x) :=
      isOpen_ne_fun hc continuous_const
    have h1 : boltzmann k q T 1 < boltzmann k 0 T 1 := by
      rw [boltzmann_factor k q T 1]
      exact mul_lt_of_lt_one_left (Real.exp_pos _)
        (Real.exp_lt_one_iff.mpr (neg_lt_zero.mpr (by positivity)))
    have hpos : 0 < ∫ x, (boltzmann k 0 T x - boltzmann k q T x) :=
      (integral_pos_iff_support_of_nonneg (fun x => sub_nonneg.mpr (hpt x)) (i0.sub iq)).mpr
        (ho.measure_pos volume ⟨1, (sub_pos.mpr h1).ne'⟩)
    rw [integral_sub i0 iq] at hpos
    exact sub_pos.mp hpos
  have h1 := Real.log_le_log (mul_pos (Real.exp_pos _) hZ0) hge
  rw [Real.log_mul (Real.exp_pos _).ne' hZ0.ne', Real.log_exp] at h1
  have h2 := Real.log_le_sub_one_of_pos (div_pos hZ hZ0)
  rw [Real.log_div hZ.ne' hZ0.ne'] at h2
  have h3 := (div_le_iff₀ hZ0).mpr (partitionFn_le hk hq.le hT)
  have h4 := Real.log_lt_log hZ hlt
  have hF : freeEnergy k q T - freeEnergy k 0 T =
      T * (Real.log (partitionFn k 0 T) - Real.log (partitionFn k q T)) := by
    unfold freeEnergy
    ring
  rw [hF]
  refine ⟨mul_pos hT (by linarith), ?_, ?_⟩
  · calc _ ≤ T * (3 * q * T / k ^ 2) := mul_le_mul_of_nonneg_left (by linarith) hT.le
      _ = _ := by ring
  · calc _ = T * (3 * q * T / k ^ 2 - 105 * q ^ 2 * T ^ 2 / (2 * k ^ 4)) := by ring
      _ ≤ _ := mul_le_mul_of_nonneg_left (by linarith) hT.le

/-- For `k, q > 0` the anharmonic free-energy shift divided by `T²` tends to `3q/k²` as the
temperature falls to zero. -/
theorem freeEnergy_shift_tendsto {k q : ℝ} (hk : 0 < k) (hq : 0 < q) :
    Tendsto (fun T => (freeEnergy k q T - freeEnergy k 0 T) / T ^ 2) (𝓝[>] 0)
      (𝓝 (3 * q / k ^ 2)) := by
  have hl : Tendsto (fun T : ℝ => 3 * q / k ^ 2 - 105 * q ^ 2 / (2 * k ^ 4) * T) (𝓝[>] 0)
      (𝓝 (3 * q / k ^ 2)) := by
    have hc : Continuous (fun T : ℝ => 3 * q / k ^ 2 - 105 * q ^ 2 / (2 * k ^ 4) * T) := by
      fun_prop
    have h := (hc.tendsto 0).mono_left (nhdsWithin_le_nhds (s := Set.Ioi (0 : ℝ)))
    rwa [mul_zero, sub_zero] at h
  -- squeeze between the two bounds divided by T²
  refine tendsto_of_tendsto_of_tendsto_of_le_of_le' hl tendsto_const_nhds ?_ ?_
  · filter_upwards [self_mem_nhdsWithin] with T hT
    have hT' : 0 < T := hT
    rw [le_div_iff₀ (by positivity)]
    refine le_trans (le_of_eq ?_) (freeEnergy_shift_bounds hk hq hT').2.2
    ring
  · filter_upwards [self_mem_nhdsWithin] with T hT
    have hT' : 0 < T := hT
    rw [div_le_iff₀ (by positivity)]
    refine (freeEnergy_shift_bounds hk hq hT').2.1.trans (le_of_eq ?_)
    ring

end

end QuarticFreeEnergy
```

```lean
#print axioms QuarticFreeEnergy.freeEnergy_shift_bounds
#print axioms QuarticFreeEnergy.freeEnergy_shift_tendsto
```

```
'QuarticFreeEnergy.freeEnergy_shift_bounds' depends on axioms: [propext, Classical.choice, Quot.sound]
'QuarticFreeEnergy.freeEnergy_shift_tendsto' depends on axioms: [propext, Classical.choice, Quot.sound]
```

## From the Lean theorems to the oscillator

`boltzmann k q T x` is exp(−V(x)/T), `partitionFn k q T` is Z and `freeEnergy k q T` is F. The harmonic reference is the same function with `0` in place of `q`. All arguments are real numbers. `hk` and `hT` say that k and T are positive, and `hq` says that q > 0 in the two main theorems and q ≥ 0 in the lemmas.

`freeEnergy_shift_bounds` states the three inequalities for every positive k, q and T, with no requirement that q be small. `freeEnergy_shift_tendsto` states the limit, where `𝓝[>] 0` means that T approaches zero through positive values.

The lemmas follow the derivation:

- `integrable_moment` shows that every M(n) converges. `moment_add_two` integrates the total derivative to zero and solves for M(n+2) with `linear_combination`.
- `partitionFn_harmonic` evaluates Z0, and `harmonic_average` applies the recursion four times to average a + bx⁴ + cx⁸.
- `partitionFn_ge` uses the tangent line and `partitionFn_le` the quadratic bound. In each, `boltzmann_factor` splits off exp(−u), and `integral_mono` turns the pointwise inequality into one between integrals. `integrable_boltzmann` supplies the convergence of Z.
- `freeEnergy_shift_bounds` takes logarithms. For strictness it shows that the difference of the integrands is nonzero on a nonempty open set, which has positive measure.
- `freeEnergy_shift_tendsto` squeezes the quotient between the two bounds.

## Classical, one-dimensional and quartic

The free energy is configurational. The momentum integral of a particle with constant mass would add the same amount to F and F0, so the difference is unaffected. To restore units, read T as Boltzmann's constant times the temperature.

The limit T → 0 belongs to the classical model. A real vibration becomes quantum mechanical once T is no longer large compared with its level spacing, and its zero-point energy is absent here. The potential has no cubic term, no coupling between modes and no second minimum. For q < 0 the integral for Z diverges.

The theorems concern the integrals themselves. A computed value also carries errors from a finite grid or sample, a truncated range and rounding, and these have to be estimated separately before it is compared with the interval.
